# After k pivoted Cholesky steps, a real positive semidefinite n × n matrix keeps at most the fraction 1 − k/n of its trace

I decompose the matrix of two-electron integrals by Cholesky steps, always taking the largest remaining diagonal entry as the pivot. I am told that after \(k\) steps on an \(n\times n\) matrix at most the fraction \(1-k/n\) of the trace is left. In my runs the trace falls much faster than that. Is there a matrix for which the bound is exact, and does it matter that the pivot is the largest entry and not just some positive one?

## The identity attains the bound, and a smaller pivot can break it

The bound holds for every real symmetric matrix, as long as each of the \(k\) pivots is a largest and positive entry of the current residual diagonal. The identity matrix gives equality for every \(k\le n\). The choice of pivot does matter: for the diagonal matrix with entries 1 and 3, one step on the entry 1 leaves the trace 3, while the bound would be 2.

In your setting an index \(i\) is a pair of real orbitals, and \(M_{ij}\) is the Coulomb integral between two orbital products. Positive semidefiniteness says that no real combination of these products has a negative Coulomb self-repulsion. The trace sums the self-repulsions of the single products.

### Each step removes at least the average remaining entry

Let \(R_0=M\), let \(p_k\) be the pivot chosen on \(R_k\), and let \(d_k=(R_k)_{p_kp_k}>0\). One step gives
\[
(R_{k+1})_{ij}=(R_k)_{ij}-\frac{(R_k)_{ip_k}(R_k)_{p_kj}}{d_k}.
\]

**Used rows vanish.** For \(i=p_k\) the subtracted term is \(d_k(R_k)_{p_kj}/d_k=(R_k)_{p_kj}\), so row \(p_k\) of \(R_{k+1}\) is zero. A row that is already zero stays zero, because the subtracted term contains a factor from that row. A positive pivot therefore never lies on a used row. The pivots are distinct, and \(k\le n\).

**The pivot is at least the average.** On the diagonal of \(R_k\), \(k\) entries are zero and the other \(n-k\) are at most \(d_k\). Hence
\[
\operatorname{tr}R_k\le (n-k)\,d_k .
\]

**The trace drops by at least the pivot.** The step preserves symmetry, so the subtracted diagonal terms are squares divided by \(d_k\). The term at \(i=p_k\) is \(d_k\) itself:
\[
\operatorname{tr}R_{k+1}=\operatorname{tr}R_k-\sum_i\frac{(R_k)_{ip_k}^2}{d_k}\le\operatorname{tr}R_k-d_k .
\]

**The factors telescope.** Multiplying the last inequality by \(n-k\ge 0\) and using the one before it gives
\[
(n-k)\operatorname{tr}R_{k+1}\le(n-k)\operatorname{tr}R_k-(n-k)d_k\le(n-k-1)\operatorname{tr}R_k .
\]
Suppose that \(n\operatorname{tr}R_k\le(n-k)\operatorname{tr}M\), which is an equality at \(k=0\). If another step is made, then \(n-k-1\ge0\), and
\[
n(n-k)\operatorname{tr}R_{k+1}\le(n-k-1)\,n\operatorname{tr}R_k\le(n-k-1)(n-k)\operatorname{tr}M .
\]
Cancelling \(n-k>0\) gives the same statement for \(k+1\). Division by \(n\) yields
\[
\operatorname{tr}R_k\le\left(1-\frac kn\right)\operatorname{tr}M .
\]

For the identity, a step on an unused index removes the 1 at that index and changes nothing else. After \(k\) distinct pivots the trace is \(n-k=(1-k/n)\,n\).

### What the Lean theorems say

The finite type `ι` is the set of matrix indices, and `Fintype.card ι` is \(n\). The pivots are a sequence `p : ℕ → ι` counted from zero, of which only the first `k` values matter. Since `p 0` is an index, \(n\ge1\) is automatic. `residual M p k` is \(R_k\), and `LargestPivots M p k` says that each of the first `k` pivots is positive and largest when it is chosen.

- `trace_residual_le` is the bound, for symmetric `M`.
- `trace_residual_le_of_steps` turns it into a step count. For positive semidefinite `M`, if \(k\ge(1-\tau)n\) such steps have been made, the residual trace is at most \(\tau\operatorname{tr}M\).
- `trace_residual_one` states that any `k` distinct pivots on the identity satisfy `LargestPivots` and give equality.
- `smaller_pivot_exceeds_bound` is the example with entries 1 and 3.

The theorems concern steps that have been made and do not promise that a positive pivot is still available. Positive semidefiniteness is a hypothesis on `M`; it is not derived from the Coulomb interaction. The entries are real numbers, so the passage to a program's rounded residuals needs a separate error estimate.

```lean
import Mathlib

open Matrix

namespace PivotedCholeskyTrace

noncomputable section

variable {ι : Type*} [Fintype ι] [DecidableEq ι]

/-- One Cholesky step: subtract from `R` the rank-one term of the pivot `p`.
The domain is `R p p ≠ 0`. -/
def step (R : Matrix ι ι ℝ) (p : ι) : Matrix ι ι ℝ :=
  Matrix.of fun i j => R i j - R i p * R p j / R p p

/-- The residual matrix after a number of Cholesky steps with pivots `p 0, p 1, …`.
The domain is that of nonzero pivot entries in all steps taken. -/
def residual (M : Matrix ι ι ℝ) (p : ℕ → ι) : ℕ → Matrix ι ι ℝ
  | 0 => M
  | k + 1 => step (residual M p k) (p k)

/-- Each of the first `k` pivots is a positive and largest diagonal entry of the residual
at which it is chosen. -/
def LargestPivots (M : Matrix ι ι ℝ) (p : ℕ → ι) (k : ℕ) : Prop :=
  ∀ j < k, 0 < residual M p j (p j) (p j) ∧
    ∀ i, residual M p j i i ≤ residual M p j (p j) (p j)

omit [Fintype ι] [DecidableEq ι] in
/-- If the first `k` pivot entries are nonzero, the residual after `k` steps has a zero row
at every pivot used. -/
theorem residual_row_eq_zero {M : Matrix ι ι ℝ} {p : ℕ → ι} {k j : ℕ}
    (h : ∀ l < k, residual M p l (p l) (p l) ≠ 0) (hj : j < k) (i : ι) :
    residual M p k (p j) i = 0 := by
  induction k generalizing i with
  | zero => omega
  | succ k ih =>
    simp only [residual, step, Matrix.of_apply]
    rcases (by omega : j < k ∨ j = k) with hlt | heq
    · -- an old zero row stays zero
      have ih' := fun i => ih (fun l hl => h l (by omega)) hlt i
      simp [ih' i, ih' (p k)]
    · -- the new pivot row is cancelled
      rw [heq, mul_div_cancel_left₀ _ (h k (by omega)), sub_self]

omit [Fintype ι] in
/-- If the first `k` pivots are distinct, each of them is absent from the list of earlier ones. -/
theorem pivot_fresh {p : ℕ → ι} {k j : ℕ} (h : Set.InjOn p (Set.Iio k)) (hj : j < k) :
    p j ∉ (Finset.range j).image p := by
  intro hmem
  obtain ⟨l, hl, e⟩ := Finset.mem_image.1 hmem
  have hl' := Finset.mem_range.1 hl
  have := h (Set.mem_Iio.2 (by omega)) (Set.mem_Iio.2 hj) e
  omega

/-- A diagonal that is zero at `k` distinct pivots and `c` elsewhere sums to `(n - k) c`. -/
theorem sum_unpivoted {p : ℕ → ι} {k : ℕ} (h : Set.InjOn p (Set.Iio k)) (c : ℝ) :
    ∑ i, (if i ∈ (Finset.range k).image p then 0 else c) = ((Fintype.card ι : ℝ) - k) * c := by
  have hc : ((Finset.range k).image p).card = k := by
    rw [Finset.card_image_of_injOn (by rw [Finset.coe_range]; exact h), Finset.card_range]
  have e : ∀ i, (if i ∈ (Finset.range k).image p then 0 else c)
      = c - if i ∈ (Finset.range k).image p then c else 0 := by
    intro i
    split_ifs <;> simp
  rw [Finset.sum_congr rfl (fun i _ => e i), Finset.sum_sub_distrib, Finset.sum_ite_mem,
    Finset.univ_inter]
  simp only [Finset.sum_const, nsmul_eq_mul, Finset.card_univ, hc]
  ring

omit [DecidableEq ι] in
/-- Largest positive pivots never repeat, so at most `n` steps can be made. -/
theorem pivots_distinct {M : Matrix ι ι ℝ} {p : ℕ → ι} {k : ℕ} (h : LargestPivots M p k) :
    Set.InjOn p (Set.Iio k) ∧ k ≤ Fintype.card ι := by
  classical
  have key : ∀ i j, i < j → j < k → p i ≠ p j := by
    intro i j hij hjk e
    have h0 := residual_row_eq_zero (M := M) (p := p) (k := j)
      (fun l hl => (h l (hl.trans hjk)).1.ne') hij (p j)
    rw [e] at h0
    exact (h j hjk).1.ne' h0
  have hinj : Set.InjOn p (Set.Iio k) := by
    intro i hi j hj e
    rcases lt_trichotomy i j with hl | he | hl
    · exact absurd e (key i j hl hj)
    · exact he
    · exact absurd e.symm (key j i hl hi)
  refine ⟨hinj, ?_⟩
  have hc : ((Finset.range k).image p).card = k := by
    rw [Finset.card_image_of_injOn (by rw [Finset.coe_range]; exact hinj), Finset.card_range]
  have hle := Finset.card_le_univ ((Finset.range k).image p)
  omega

omit [DecidableEq ι] in
/-- For symmetric `M` and largest positive pivots, the residual trace after step `k + 1` is at most
`(n - k - 1) / (n - k)` times the one before it, written here without division. -/
theorem trace_step_le {M : Matrix ι ι ℝ} {p : ℕ → ι} {k : ℕ} (hM : M.IsSymm)
    (h : LargestPivots M p (k + 1)) :
    ((Fintype.card ι : ℝ) - k) * (residual M p (k + 1)).trace
      ≤ ((Fintype.card ι : ℝ) - (k + 1)) * (residual M p k).trace := by
  classical
  have hs : ∀ m i j, residual M p m i j = residual M p m j i := by
    intro m
    induction m with
    | zero => intro i j; exact hM.apply j i
    | succ m ih =>
      intro i j
      simp only [residual, step, Matrix.of_apply]
      rw [ih i j, ih i (p m), ih (p m) j]
      ring
  obtain ⟨hd, hmax⟩ := h k (Nat.lt_succ_self k)
  have hk : LargestPivots M p k := fun j hj => h j (by omega)
  have hnn : ∀ i, 0 ≤ residual M p k i (p k) * residual M p k (p k) i
      / residual M p k (p k) (p k) := by
    intro i
    rw [hs k i (p k)]
    exact div_nonneg (mul_self_nonneg _) hd.le
  -- the trace drops at least by the pivot
  have e : (residual M p (k + 1)).trace = (residual M p k).trace
      - ∑ i, residual M p k i (p k) * residual M p k (p k) i
        / residual M p k (p k) (p k) := by
    simp only [Matrix.trace, Matrix.diag_apply, residual, step, Matrix.of_apply,
      Finset.sum_sub_distrib]
  have hle := Finset.single_le_sum (f := fun i => residual M p k i (p k)
    * residual M p k (p k) i / residual M p k (p k) (p k))
    (fun i _ => hnn i) (Finset.mem_univ (p k))
  have hdd := mul_div_cancel_left₀ (residual M p k (p k) (p k)) hd.ne'
  have h1 : (residual M p (k + 1)).trace
      ≤ (residual M p k).trace - residual M p k (p k) (p k) := by
    simp only [hdd] at hle
    linarith
  -- the pivot is at least the mean over the unused indices
  have h2 : (residual M p k).trace
      ≤ ((Fintype.card ι : ℝ) - k) * residual M p k (p k) (p k) := by
    rw [← sum_unpivoted (pivots_distinct hk).1]
    simp only [Matrix.trace, Matrix.diag_apply]
    refine Finset.sum_le_sum fun i _ => ?_
    split_ifs with hi
    · obtain ⟨l, hl, rfl⟩ := Finset.mem_image.1 hi
      exact (residual_row_eq_zero (fun m hm => (hk m hm).1.ne') (Finset.mem_range.1 hl) _).le
    · exact hmax i
  have hn : (k : ℝ) ≤ Fintype.card ι := by exact_mod_cast (pivots_distinct hk).2
  have h3 := mul_le_mul_of_nonneg_left h1 (sub_nonneg.2 hn)
  linarith

omit [DecidableEq ι] in
/-- For a real symmetric `n × n` matrix, after `k` Cholesky steps on largest and positive
residual diagonal entries the residual trace is at most `(1 - k/n)` times the original trace. -/
theorem trace_residual_le {M : Matrix ι ι ℝ} {p : ℕ → ι} {k : ℕ} (hM : M.IsSymm)
    (h : LargestPivots M p k) :
    (residual M p k).trace ≤ (1 - (k : ℝ) / Fintype.card ι) * M.trace := by
  have hn : (0 : ℝ) < Fintype.card ι := by
    exact_mod_cast Fintype.card_pos_iff.mpr ⟨p 0⟩
  -- the one-step factors telescope
  have key : (Fintype.card ι : ℝ) * (residual M p k).trace
      ≤ ((Fintype.card ι : ℝ) - k) * M.trace := by
    induction k with
    | zero => simp [residual]
    | succ k ih =>
      have ih' := ih (fun j hj => h j (by omega))
      have hs := trace_step_le hM h
      have hc : (k : ℝ) + 1 ≤ Fintype.card ι := by exact_mod_cast (pivots_distinct h).2
      have hpos : (0 : ℝ) < (Fintype.card ι : ℝ) - k := by linarith
      refine le_of_mul_le_mul_left ?_ hpos
      push_cast
      have a := mul_le_mul_of_nonneg_left hs hn.le
      have b := mul_le_mul_of_nonneg_left ih' (sub_nonneg.2 hc)
      linarith
  have e : (1 - (k : ℝ) / Fintype.card ι) * M.trace
      = (((Fintype.card ι : ℝ) - k) * M.trace) / Fintype.card ι := by
    field_simp
  rw [e, le_div_iff₀ hn]
  linarith

omit [DecidableEq ι] in
/-- For positive semidefinite `M` and largest positive pivots, `k ≥ (1 - τ) n` steps bring the
residual trace down to at most `τ` times the original trace. -/
theorem trace_residual_le_of_steps {M : Matrix ι ι ℝ} {p : ℕ → ι} {k : ℕ} {τ : ℝ}
    (hM : M.PosSemidef) (h : LargestPivots M p k) (hk : (1 - τ) * Fintype.card ι ≤ k) :
    (residual M p k).trace ≤ τ * M.trace := by
  have hn : (0 : ℝ) < Fintype.card ι := by
    exact_mod_cast Fintype.card_pos_iff.mpr ⟨p 0⟩
  have hS : M.IsSymm := Matrix.IsSymm.ext fun i j => by simpa using hM.isHermitian.apply i j
  refine (trace_residual_le hS h).trans (mul_le_mul_of_nonneg_right ?_ hM.trace_nonneg)
  have := (le_div_iff₀ hn).2 hk
  linarith

omit [Fintype ι] in
/-- For the identity matrix, `k` steps with distinct pivots delete the ones at these pivots
and change nothing else. -/
theorem residual_one {p : ℕ → ι} {k : ℕ} (h : Set.InjOn p (Set.Iio k)) :
    residual (1 : Matrix ι ι ℝ) p k
      = Matrix.diagonal fun i => if i ∈ (Finset.range k).image p then 0 else 1 := by
  induction k with
  | zero => simp [residual]
  | succ k ih =>
    have hp := pivot_fresh h (Nat.lt_succ_self k)
    have ih' := ih (h.mono fun l hl => Set.mem_Iio.2 (by have := Set.mem_Iio.1 hl; omega))
    ext i j
    simp only [residual, step, Matrix.of_apply, ih', Matrix.diagonal_apply,
      Finset.range_add_one, Finset.image_insert, Finset.mem_insert]
    generalize (Finset.range k).image p = S at hp ⊢
    by_cases hi : i = p k
    · subst hi
      by_cases hj : p k = j
      · subst hj
        simp [hp]
      · simp [hj]
    · simp [hi]

/-- For the identity matrix any `k` distinct pivots are largest and positive, and the residual
trace equals `(1 - k/n)` times the original trace. -/
theorem trace_residual_one {p : ℕ → ι} {k : ℕ} (h : Set.InjOn p (Set.Iio k)) :
    LargestPivots (1 : Matrix ι ι ℝ) p k ∧
      (residual (1 : Matrix ι ι ℝ) p k).trace
        = (1 - (k : ℝ) / Fintype.card ι) * (1 : Matrix ι ι ℝ).trace := by
  have hn : (Fintype.card ι : ℝ) ≠ 0 := by
    exact_mod_cast (Fintype.card_pos_iff.mpr ⟨p 0⟩).ne'
  refine ⟨fun j hj => ?_, ?_⟩
  · have hp := pivot_fresh h hj
    rw [residual_one (h.mono fun l hl => Set.mem_Iio.2 (lt_trans (Set.mem_Iio.1 hl) hj))]
    simp only [Matrix.diagonal_apply_eq, if_neg hp]
    refine ⟨one_pos, fun i => ?_⟩
    split_ifs <;> norm_num
  · rw [residual_one h, Matrix.trace_diagonal, sum_unpivoted h, Matrix.trace_one,
      mul_one, sub_mul, one_mul, div_mul_cancel₀ _ hn]

/-- For the diagonal matrix with entries 1 and 3, one step on the smaller entry leaves a
residual trace above `(1 - 1/2)` times the original trace. -/
theorem smaller_pivot_exceeds_bound :
    (1 - 1 / 2 : ℝ) * (!![1, 0; 0, 3] : Matrix (Fin 2) (Fin 2) ℝ).trace
      < (step (!![1, 0; 0, 3] : Matrix (Fin 2) (Fin 2) ℝ) 0).trace := by
  norm_num [step, Matrix.trace_fin_two]

end

end PivotedCholeskyTrace
```

```lean
#print axioms PivotedCholeskyTrace.trace_residual_le_of_steps
#print axioms PivotedCholeskyTrace.trace_residual_one
#print axioms PivotedCholeskyTrace.smaller_pivot_exceeds_bound
```

```
'PivotedCholeskyTrace.trace_residual_le_of_steps' depends on axioms: [propext, Classical.choice, Quot.sound]
'PivotedCholeskyTrace.trace_residual_one' depends on axioms: [propext, Classical.choice, Quot.sound]
'PivotedCholeskyTrace.smaller_pivot_exceeds_bound' depends on axioms: [propext, Classical.choice, Quot.sound]
```

### From the zero rows to the trace bound in Lean

`residual_row_eq_zero` is an induction on the number of steps. Its two cases are the old zero row, which stays zero, and the new pivot row, which cancels. `pivots_distinct` uses it to contradict the positivity of a repeated pivot, and then counts the pivots to get \(k\le n\).

`trace_step_le` contains the one-step estimate. Inside it, `hs` proves symmetry by induction and `hnn` shows that the subtracted diagonal terms are nonnegative. `Finset.single_le_sum` keeps only the pivot's own term, which gives `h1`, the drop by at least \(d_k\). The inequality `h2` is \(\operatorname{tr}R_k\le(n-k)d_k\). It compares the diagonal entry by entry with one that is zero at used pivots and \(d_k\) elsewhere, whose sum is supplied by `sum_unpivoted`. The closing `linarith` combines the two.

`trace_residual_le` carries out the telescoping without division, cancels \(n-k\) with `le_of_mul_le_mul_left`, and divides by \(n\) at the end. `trace_residual_le_of_steps` adds that a positive semidefinite matrix has a nonnegative trace.

For the identity, `pivot_fresh` says that a new pivot is not among the earlier ones, so its diagonal entry is still 1. `residual_one` uses this to compute the whole residual by induction, and `trace_residual_one` sums its diagonal. The example with entries 1 and 3 is evaluated by `norm_num`.

### How distinct pivots become the number n − k

The pivot sequence runs over all natural numbers but takes values in a finite set, so it cannot be injective as a whole. The condition `Set.InjOn p (Set.Iio k)` asks for injectivity only on the numbers below `k`. The used indices form the finite set `(Finset.range k).image p`, in which repeated values are merged, so in general it has at most `k` elements. `Finset.card_image_of_injOn` says that under the injectivity condition it has exactly `k`. This count produces both \(k\le n\) and the factor \(n-k\).

### The step in an integral program

A program need not store \(R_k\). It can keep the residual diagonal \(D_i=(R_k)_{ii}\), find its largest entry \(d_k\) at \(p_k\), and compute the integral column \(M_{ip_k}\). The new Cholesky vector and the updated diagonal are
\[
L^{(k)}_i=\frac{M_{ip_k}-\sum_{j<k}L^{(j)}_iL^{(j)}_{p_k}}{\sqrt{d_k}},\qquad D_i\leftarrow D_i-\bigl(L^{(k)}_i\bigr)^2 .
\]
The sum of the \(D_i\) is the residual trace.

With 10 real orbitals there are \(n=55\) distinct pairs. After 11 steps the bound guarantees that at most 80% of the trace remains. To guarantee 1% it needs \(k\ge54.45\), which means all 55 steps. For two-electron integrals in a finite real basis, the theorem is thus a worst-case guarantee that uses only symmetry and the pivot rule. A step beats the one-step estimate exactly when the unused diagonal entries are unequal or the pivot column has a nonzero entry off the diagonal. Integral matrices commonly have both features: the self-repulsions of the products differ in size, and many products are nearly linearly dependent, so that one step also lowers the diagonal entries of others. The identity matrix has neither feature.
